# With one Fermi-orbital descriptor at the nucleus, hydrogenic 1s and 2s Fermi orbitals are orthogonal at exactly one radius of the other

## Does the overlap vanish at the 2s node?

Take the hydrogenic orbitals for nuclear charge 1, with $r$ in bohr,

$$s_1(r)=\frac{e^{-r}}{\sqrt{\pi}},\qquad s_2(r)=\frac{(1-r/2)\,e^{-r/2}}{\sqrt{8\pi}},$$

both occupied in one spin channel, with density $n(r)=s_1(r)^2+s_2(r)^2$. The Fermi orbital with its descriptor at distance $a$ from the nucleus is

$$F_a(r)=\frac{s_1(a)s_1(r)+s_2(a)s_2(r)}{\sqrt{n(a)}}.$$

I put one descriptor at the nucleus and pull the other outwards. Fermi orbitals generally overlap, which is why a Löwdin orthogonalisation follows. But is there a distance at which these two are orthogonal already? My first guess was $r=2$, where the 2s orbital has its node. My second was that they only become orthogonal in the limit of large separation. Is either right?

## The zero lies further out, between 4 and 4.2 bohr

Write the overlap of two real spherically symmetric functions as

$$\langle f,g\rangle=\int_0^\infty 4\pi r^2 f(r)g(r)\,dr .$$

Neither guess is right. The overlap $\langle F_0,F_r\rangle$ vanishes at exactly one radius $r_0$, with $4<r_0<4.2$; it is positive inside $r_0$ and negative outside. At $r=2$ the second Fermi orbital is pure 1s, but $F_0$ is mostly 1s too, and the overlap is $\sqrt{8/9}\approx0.94$. At large $r$ the second orbital tends to $-s_2$ and the overlap to $-1/3$, not to zero. These two values are side evaluations of the formula below and are not stated in the Lean file.

### From radial moments to one transcendental equation

The moments $\int_0^\infty r^k e^{-cr}dr=k!/c^{k+1}$ give orthonormality:

$$\langle s_1,s_1\rangle=4\cdot\frac{2}{2^3}=1,\qquad
\langle s_2,s_2\rangle=\tfrac12\left(2-6+\tfrac{24}{4}\right)=1,$$

$$\langle s_1,s_2\rangle\propto\frac{2}{(3/2)^3}-\frac12\cdot\frac{6}{(3/2)^4}=\frac{16}{27}-\frac{16}{27}=0 .$$

Each $F_a$ is a combination of $s_1$ and $s_2$ with coefficients $s_i(a)/\sqrt{n(a)}$, so the overlap is the dot product of the coefficients:

$$\langle F_a,F_b\rangle=\frac{s_1(a)s_1(b)+s_2(a)s_2(b)}{\sqrt{n(a)}\sqrt{n(b)}}=\frac{F_a(b)}{\sqrt{n(b)}} .$$

The last form says what orthogonality means here: the second descriptor sits on a node of the first Fermi orbital. That node is not the node of 2s.

For $a=0$ we have $s_1(0)=1/\sqrt\pi$ and $s_2(0)=1/\sqrt{8\pi}$, and the numerator becomes

$$\frac{e^{-r}}{\pi}+\frac{(1-r/2)e^{-r/2}}{8\pi}
=\frac{e^{-r}}{8\pi}\left[8-g(r)\right],\qquad g(r)=\left(\frac r2-1\right)e^{r/2}.$$

The prefactor and the densities are positive, so the sign of the overlap is the sign of $8-g(r)$.

Since $g'(r)=\tfrac r4e^{r/2}$, the function $g$ increases strictly for $r\ge0$. Moreover $g(4)=e^2<8$, while $g(4.2)=1.1\,e^2e^{0.1}\ge1.1\cdot7.38\cdot1.1>8$. By continuity there is a root in $(4,4.2)$, and by monotonicity there is no other with $r\ge0$.

### What the theorem says about the orbitals

The final theorem, `fermi_orbitals_orthogonal_at_unique_radius`, provides one $r_0$ in `Ioo (4 : ℝ) 4.2`, the open interval. For every $r\ge0$ it then gives three equivalences: the overlap is positive iff $r<r_0$, zero iff $r=r_0$, and negative iff $r_0<r$. The case $r=0$ is included; there the two Fermi orbitals coincide.

In the file, `s1`, `s2` and `density` are $s_1$, $s_2$ and $n$, and `fermiOrbital a r` is $F_a(r)$. All are real functions of a real radius. `overlap` is the integral above, with the angular integration already done and written as the factor $4\pi$. Only distances from the nucleus enter, because both orbitals are spherical. Orthonormality is proved, not assumed.

The orbitals are fixed hydrogenic functions, and the interaction between the electrons is left out. The theorem includes no self-consistency, no p orbitals, no self-interaction energy and no optimisation of descriptors, so $r_0$ should not be read as a preferred descriptor position. For Fermi–Löwdin calculations it offers a reference point within this two-orbital model: at $r_0$ the normalised Fermi orbitals have the identity as overlap matrix, so Löwdin orthogonalisation leaves them unchanged.

```lean
import Mathlib

open MeasureTheory Set
open scoped Real

namespace HydrogenicFermiOrbitals

noncomputable section

/-- The hydrogenic 1s orbital as a function of the distance from the nucleus. -/
def s1 (r : ℝ) : ℝ := Real.exp (-r) / √π

/-- The hydrogenic 2s orbital as a function of the distance from the nucleus. -/
def s2 (r : ℝ) : ℝ := (1 - r / 2) * Real.exp (-r / 2) / √(8 * π)

/-- The overlap integral over space of two real spherically symmetric functions. -/
def overlap (f g : ℝ → ℝ) : ℝ := ∫ r in Ioi (0 : ℝ), 4 * π * r ^ 2 * (f r * g r)

/-- The density of one spin channel with 1s and 2s occupied. -/
def density (r : ℝ) : ℝ := s1 r ^ 2 + s2 r ^ 2

/-- The Fermi orbital whose descriptor lies at distance `a` from the nucleus. -/
def fermiOrbital (a r : ℝ) : ℝ := (s1 a * s1 r + s2 a * s2 r) / √(density a)

/-- A sum of three integrable functions is integrated term by term. -/
theorem integral_three {f g h : ℝ → ℝ} {μ : Measure ℝ} (hf : Integrable f μ)
    (hg : Integrable g μ) (hh : Integrable h μ) :
    Integrable (fun x => f x + g x + h x) μ ∧
      ∫ x, (f x + g x + h x) ∂μ = ∫ x, f x ∂μ + ∫ x, g x ∂μ + ∫ x, h x ∂μ := by
  have hfg : Integrable (fun x => f x + g x) μ := hf.add hg
  exact ⟨hfg.add hh, by rw [integral_add hfg hh, integral_add hf hg]⟩

/-- The radial integral of a polynomial with terms of degree 2, 3 and 4 times a decaying
exponential. -/
theorem radial_moment {c : ℝ} (hc : 0 < c) (A B C : ℝ) :
    Integrable (fun r => A * (r ^ 2 * Real.exp (-(c * r))) + B * (r ^ 3 * Real.exp (-(c * r)))
      + C * (r ^ 4 * Real.exp (-(c * r)))) (volume.restrict (Ioi (0 : ℝ))) ∧
    ∫ r in Ioi (0 : ℝ), (A * (r ^ 2 * Real.exp (-(c * r))) + B * (r ^ 3 * Real.exp (-(c * r)))
      + C * (r ^ 4 * Real.exp (-(c * r)))) = 2 * A / c ^ 3 + 6 * B / c ^ 4 + 24 * C / c ^ 5 := by
  -- each moment is a Gamma integral
  have m : ∀ n : ℕ, ∫ r in Ioi (0 : ℝ), r ^ n * Real.exp (-(c * r))
      = (1 / c) ^ (n + 1) * (n.factorial : ℝ) := by
    intro n
    have h := Real.integral_rpow_mul_exp_neg_mul_Ioi (a := (n : ℝ) + 1) (r := c)
      (by positivity) hc
    have e : (1 / c) ^ ((n : ℝ) + 1) = (1 / c) ^ (n + 1) := by
      exact_mod_cast Real.rpow_natCast (1 / c) (n + 1)
    rw [e, Real.Gamma_nat_eq_factorial] at h
    simpa only [add_sub_cancel_right, Real.rpow_natCast] using h
  -- a non-zero integral can only come from an integrable function
  have i : ∀ n : ℕ, Integrable (fun r => r ^ n * Real.exp (-(c * r)))
      (volume.restrict (Ioi (0 : ℝ))) := by
    intro n
    by_contra hn
    have h := m n
    rw [integral_undef hn] at h
    have hp : 0 < (1 / c) ^ (n + 1) * (n.factorial : ℝ) :=
      mul_pos (by positivity) (by exact_mod_cast Nat.factorial_pos n)
    linarith
  have t := integral_three ((i 2).const_mul A) ((i 3).const_mul B) ((i 4).const_mul C)
  refine ⟨t.1, ?_⟩
  have f2 : ((Nat.factorial 2 : ℕ) : ℝ) = 2 := by norm_num [Nat.factorial]
  have f3 : ((Nat.factorial 3 : ℕ) : ℝ) = 6 := by norm_num [Nat.factorial]
  have f4 : ((Nat.factorial 4 : ℕ) : ℝ) = 24 := by norm_num [Nat.factorial]
  rw [t.2, integral_const_mul, integral_const_mul, integral_const_mul, m 2, m 3, m 4, f2, f3, f4]
  ring

/-- Products of the values of one orbital at two radii, cleared of the normalisation. -/
theorem orbital_products (a b : ℝ) :
    π * (s1 a * s1 b) = Real.exp (-a) * Real.exp (-b) ∧
    8 * π * (s2 a * s2 b)
      = (1 - a / 2) * (1 - b / 2) * (Real.exp (-a / 2) * Real.exp (-b / 2)) := by
  have cancel : ∀ c N : ℝ, c ≠ 0 → c * (N / c) = N := fun c N h => by field_simp
  have h8 : 0 < 8 * π := by positivity
  constructor
  · unfold s1
    rw [div_mul_div_comm, Real.mul_self_sqrt Real.pi_pos.le, cancel _ _ Real.pi_ne_zero]
  · unfold s2
    rw [div_mul_div_comm, Real.mul_self_sqrt h8.le, cancel _ _ h8.ne']
    ring

/-- The 1s and 2s orbitals are orthonormal: the overlap of two of their real combinations is the
dot product of the coefficients. -/
theorem overlap_combination (a b a' b' : ℝ) :
    overlap (fun r => a * s1 r + b * s2 r) (fun r => a' * s1 r + b' * s2 r)
      = a * a' + b * b' := by
  obtain ⟨q, hq⟩ : ∃ q : ℝ, ∀ r, s1 r * s2 r
      = q * ((1 - r / 2) * Real.exp (-(3 / 2 * r))) := by
    refine ⟨1 / (√π * √(8 * π)), fun r => ?_⟩
    have e : Real.exp (-(3 / 2 * r)) = Real.exp (-r) * Real.exp (-r / 2) := by
      rw [← Real.exp_add]; congr 1; ring
    unfold s1 s2
    rw [e, div_mul_div_comm]
    ring
  obtain ⟨i1, h1⟩ := radial_moment (c := 2) (by norm_num) (4 * (a * a')) 0 0
  obtain ⟨i2, h2⟩ := radial_moment (c := 3 / 2) (by norm_num)
    (4 * π * q * (a * b' + b * a')) (-(2 * π * q * (a * b' + b * a'))) 0
  obtain ⟨i3, h3⟩ := radial_moment (c := 1) (by norm_num)
    (b * b' / 2) (-(b * b' / 2)) (b * b' / 8)
  have t := (integral_three i1 i2 i3).2
  rw [h1, h2, h3] at t
  -- the integrand splits into the 1s-1s, 1s-2s and 2s-2s parts
  refine (Eq.trans ?_ t).trans (by ring)
  unfold overlap
  congr 1
  funext r
  show 4 * π * r ^ 2 * ((a * s1 r + b * s2 r) * (a' * s1 r + b' * s2 r)) = _
  obtain ⟨p1, p2⟩ := orbital_products r r
  have e1 : Real.exp (-r) * Real.exp (-r) = Real.exp (-(2 * r)) := by
    rw [← Real.exp_add]; congr 1; ring
  have e2 : Real.exp (-r / 2) * Real.exp (-r / 2) = Real.exp (-(1 * r)) := by
    rw [← Real.exp_add]; congr 1; ring
  rw [e1] at p1
  rw [e2] at p2
  linear_combination 4 * r ^ 2 * (a * a') * p1
    + 4 * π * r ^ 2 * (a * b' + b * a') * hq r + r ^ 2 * (b * b') / 2 * p2

/-- The overlap of two Fermi orbitals is the sum of orbital products at the two descriptors,
divided by the square roots of the densities there. -/
theorem fermi_overlap (a b : ℝ) : overlap (fermiOrbital a) (fermiOrbital b)
    = (s1 a * s1 b + s2 a * s2 b) / (√(density a) * √(density b)) := by
  have h : ∀ x, fermiOrbital x
      = fun r => s1 x / √(density x) * s1 r + s2 x / √(density x) * s2 r := by
    intro x
    funext r
    unfold fermiOrbital
    ring
  rw [h a, h b, overlap_combination]
  ring

/-- With one descriptor at the nucleus and the other at `r`, the overlap of the Fermi orbitals is
an explicit prefactor times `8 - (r/2 - 1) exp(r/2)`. -/
theorem fermi_overlap_nucleus (r : ℝ) : overlap (fermiOrbital 0) (fermiOrbital r)
    = Real.exp (-r) / (8 * π * √(density 0) * √(density r))
      * (8 - (r / 2 - 1) * Real.exp (r / 2)) := by
  obtain ⟨h1, h2⟩ := orbital_products 0 r
  have e1 : Real.exp (-(0 : ℝ)) = 1 := by simp
  have e2 : Real.exp (-(0 : ℝ) / 2) = 1 := by simp
  have e3 : Real.exp (-r) * Real.exp (r / 2) = Real.exp (-r / 2) := by
    rw [← Real.exp_add]; congr 1; ring
  rw [e1] at h1
  rw [e2] at h2
  have num : s1 0 * s1 r + s2 0 * s2 r
      = Real.exp (-r) / (8 * π) * (8 - (r / 2 - 1) * Real.exp (r / 2)) := by
    rw [div_mul_eq_mul_div, eq_div_iff (by positivity)]
    linear_combination 8 * h1 + h2 + (r / 2 - 1) * e3
  rw [fermi_overlap, num]
  ring

/-- The Fermi orbitals with descriptors at the nucleus and at `r` are orthogonal exactly when
`(r/2 - 1) exp(r/2) = 8`, and overlap positively exactly when the left side is smaller. -/
theorem fermi_overlap_sign (r : ℝ) :
    (0 < overlap (fermiOrbital 0) (fermiOrbital r) ↔ (r / 2 - 1) * Real.exp (r / 2) < 8) ∧
    (overlap (fermiOrbital 0) (fermiOrbital r) = 0 ↔ (r / 2 - 1) * Real.exp (r / 2) = 8) := by
  -- the density has no zeros because the 1s orbital has none
  have hd : ∀ a, 0 < √(density a) := by
    intro a
    have h : 0 < s1 a := div_pos (Real.exp_pos _) (Real.sqrt_pos.2 Real.pi_pos)
    exact Real.sqrt_pos.2 (add_pos_of_pos_of_nonneg (pow_pos h 2) (sq_nonneg _))
  have hK : 0 < Real.exp (-r) / (8 * π * √(density 0) * √(density r)) :=
    div_pos (Real.exp_pos _) (mul_pos (mul_pos (by positivity) (hd 0)) (hd r))
  rw [fermi_overlap_nucleus]
  constructor
  · rw [mul_pos_iff_of_pos_left hK, sub_pos]
  · rw [mul_eq_zero, or_iff_right hK.ne', sub_eq_zero]
    exact eq_comm

/-- The function `(r/2 - 1) exp(r/2)` increases strictly for `r ≥ 0`. -/
theorem node_function_strictMono {x y : ℝ} (hx : 0 ≤ x) (hxy : x < y) :
    (x / 2 - 1) * Real.exp (x / 2) < (y / 2 - 1) * Real.exp (y / 2) := by
  have key : (x / 2 - 1) * Real.exp (x / 2 - y / 2) < y / 2 - 1 := by
    rcases lt_or_ge x 2 with h | h
    · have hne : x / 2 - y / 2 ≠ 0 := by
        intro h0
        linarith
      have hE := Real.add_one_lt_exp hne
      have h1 : 0 < 1 - x / 2 := by linarith
      nlinarith [mul_pos h1 (sub_pos.2 hE), mul_nonneg hx (sub_pos.2 hxy).le]
    · have hE : Real.exp (x / 2 - y / 2) ≤ 1 := Real.exp_le_one_iff.2 (by linarith)
      have h1 : 0 ≤ x / 2 - 1 := by linarith
      nlinarith [mul_nonneg h1 (sub_nonneg.2 hE)]
  calc (x / 2 - 1) * Real.exp (x / 2)
      = (x / 2 - 1) * Real.exp (x / 2 - y / 2) * Real.exp (y / 2) := by
        rw [mul_assoc, ← Real.exp_add, sub_add_cancel]
    _ < (y / 2 - 1) * Real.exp (y / 2) := mul_lt_mul_of_pos_right key (Real.exp_pos _)

/-- The equation `(r/2 - 1) exp(r/2) = 8` has exactly one root with `r ≥ 0`, and it lies between
4 and 4.2. -/
theorem node_equation_root : ∃ r₀ ∈ Ioo (4 : ℝ) 4.2, (r₀ / 2 - 1) * Real.exp (r₀ / 2) = 8 ∧
    ∀ r, 0 ≤ r → (r / 2 - 1) * Real.exp (r / 2) = 8 → r = r₀ := by
  have lo : ((4 : ℝ) / 2 - 1) * Real.exp (4 / 2) < 8 := by
    have e : Real.exp ((4 : ℝ) / 2) = Real.exp 1 * Real.exp 1 := by
      rw [← Real.exp_add]; norm_num
    rw [e]
    nlinarith [Real.exp_one_lt_d9, Real.exp_pos 1]
  have hi : 8 < ((4.2 : ℝ) / 2 - 1) * Real.exp (4.2 / 2) := by
    have e : Real.exp ((4.2 : ℝ) / 2) = Real.exp 1 * Real.exp 1 * Real.exp 0.1 := by
      rw [← Real.exp_add, ← Real.exp_add]; norm_num
    have h1 : 7.38 ≤ Real.exp 1 * Real.exp 1 := by nlinarith [Real.exp_one_gt_d9]
    have h2 : 1.1 ≤ Real.exp 0.1 := by linarith [Real.add_one_le_exp (0.1 : ℝ)]
    have h3 := mul_le_mul h1 h2 (by norm_num) (by positivity)
    rw [e]
    linarith
  have hcont : ContinuousOn (fun r : ℝ => (r / 2 - 1) * Real.exp (r / 2)) (Icc 4 4.2) := by
    fun_prop
  obtain ⟨r₀, hr₀, h⟩ := intermediate_value_Ioo (by norm_num) hcont ⟨lo, hi⟩
  have h' : (r₀ / 2 - 1) * Real.exp (r₀ / 2) = 8 := h
  refine ⟨r₀, hr₀, h', fun r hr hr8 => ?_⟩
  have hpos : 0 ≤ r₀ := by linarith [hr₀.1]
  rcases lt_trichotomy r r₀ with hlt | heq | hgt
  · linarith [node_function_strictMono hr hlt]
  · exact heq
  · linarith [node_function_strictMono hpos hgt]

/-- Keep one descriptor at the nucleus and move the other outwards: the two Fermi orbitals are
orthogonal at exactly one radius, between 4 and 4.2, with positive overlap inside it and negative
overlap outside. -/
theorem fermi_orbitals_orthogonal_at_unique_radius : ∃ r₀ ∈ Ioo (4 : ℝ) 4.2, ∀ r, 0 ≤ r →
    (0 < overlap (fermiOrbital 0) (fermiOrbital r) ↔ r < r₀) ∧
    (overlap (fermiOrbital 0) (fermiOrbital r) = 0 ↔ r = r₀) ∧
    (overlap (fermiOrbital 0) (fermiOrbital r) < 0 ↔ r₀ < r) := by
  obtain ⟨r₀, hr₀, hroot, -⟩ := node_equation_root
  refine ⟨r₀, hr₀, fun r hr => ?_⟩
  have hpos : 0 ≤ r₀ := by linarith [hr₀.1]
  obtain ⟨sp, sz⟩ := fermi_overlap_sign r
  rcases lt_trichotomy r r₀ with h | h | h
  · have hp := sp.2 (by linarith [node_function_strictMono hr h])
    exact ⟨iff_of_true hp h, iff_of_false hp.ne' h.ne,
      iff_of_false (not_lt_of_ge hp.le) (not_lt_of_ge h.le)⟩
  · have hz := sz.2 (by rw [h]; exact hroot)
    exact ⟨iff_of_false (not_lt_of_ge hz.le) (not_lt_of_ge h.ge), iff_of_true hz h,
      iff_of_false (not_lt_of_ge hz.ge) (not_lt_of_ge h.le)⟩
  · have hm := node_function_strictMono hpos h
    have h1 : ¬ 0 < overlap (fermiOrbital 0) (fermiOrbital r) := fun h' => by linarith [sp.1 h']
    have h2 : overlap (fermiOrbital 0) (fermiOrbital r) ≠ 0 := fun h' => by linarith [sz.1 h']
    exact ⟨iff_of_false h1 (not_lt_of_ge h.le), iff_of_false h2 h.ne',
      iff_of_true (lt_of_le_of_ne (not_lt.1 h1) h2) h⟩

end

end HydrogenicFermiOrbitals
```

```lean
#print axioms HydrogenicFermiOrbitals.fermi_orbitals_orthogonal_at_unique_radius
```

```
'HydrogenicFermiOrbitals.fermi_orbitals_orthogonal_at_unique_radius' depends on axioms: [propext, Classical.choice, Quot.sound]
```

### How the lemmas carry the calculation

`radial_moment` evaluates the integral of a polynomial with terms of degree 2, 3 and 4 times $e^{-cr}$, using `integral_three` to integrate term by term. `orbital_products` removes the square roots from products such as $s_1(a)s_1(b)$. In `overlap_combination` the integrand is split into its 1s–1s, 1s–2s and 2s–2s parts, with decay constants 2, 3/2 and 1. The tactic `linear_combination` checks that the parts add up to the original integrand, and the moments reduce to the dot product $aa'+bb'$. In this lemma $a,a'$ are the coefficients of 1s and $b,b'$ those of 2s, not distances.

`fermi_overlap` inserts the Fermi-orbital coefficients, and `fermi_overlap_nucleus` factors out the positive prefactor. `fermi_overlap_sign` turns this into the comparison of $g(r)$ with 8; the density is positive everywhere because 1s has no zero.

`node_function_strictMono` replaces the derivative by an inequality. For $0\le x<y$, put $d=(x-y)/2<0$ and divide the claim $g(x)<g(y)$ by $e^{y/2}$. What remains is $(x/2-1)e^d<y/2-1$. If $x<2$, the bound $1+d<e^d$ gives

$$\left(\frac x2-1\right)e^d<\left(\frac x2-1\right)(1+d)=\frac y2-1+\frac{x d}{2}\le\frac y2-1 .$$

If $x\ge2$, then $e^d\le1$ is enough.

`node_equation_root` applies `intermediate_value_Ioo` with Mathlib's decimal bounds on $e$, and gets uniqueness from monotonicity. The final theorem compares $r$ with $r_0$ in the three cases of `lt_trichotomy` and reads off the sign in each.

### Integrability deduced from a non-zero integral

Splitting an integral of a sum requires each term to be integrable. The Mathlib lemma used for the moments, `Real.integral_rpow_mul_exp_neg_mul_Ioi`, supplies a value but not that property. The file recovers it from a convention: Mathlib assigns the integral 0 to any non-integrable function, which is the lemma `integral_undef`.

Suppose, then, that $r^ne^{-cr}$ were not integrable on $(0,\infty)$. Its integral would be 0, yet the moment formula gives $n!/c^{n+1}>0$. This contradiction is the step `rw [integral_undef hn] at h`, closed by `linarith`. The argument works for the individual moments because they are non-zero. Applied directly to the 1s–2s overlap, whose value is 0, it would give no information, so the integrability of that integrand comes from its separate terms.
